# For finite matrices, the double commutators in the symmetric Trotter error have opposite thermal traces

A path-integral simulation that splits exp(−βH) into P symmetric slices makes, at fixed β, an error of order 1/P² in the partition function, for finite matrices and formally for a smooth potential. Two double commutators contribute to it. One of them generally contains derivatives, so a term added to the potential energy, which only multiplies by a function of position, cannot in general cancel both as operators. Under the trace, the two contributions reduce to one, and for a kinetic operator κ d²/dx² and a polynomial potential, the commutator that remains is itself a potential.

Write β for the inverse temperature and H = T + V for the Hamiltonian, with kinetic part T and potential part V, and set A = −βT and B = −βV. For the trace identities, A and B are finite complex square matrices, as in a finite basis. They need not be Hermitian.

```lean
import Mathlib

open Matrix
open scoped Polynomial

namespace TrotterDoubleCommutator

noncomputable section
```

The commutator is [X,Y] = XY − YX. It is defined in an arbitrary ring, so that the same `comm` serves for matrices and, later, for differential operators.

```lean
/-- The commutator of two operators. -/
def comm {R : Type*} [Ring R] (X Y : R) : R := X * Y - Y * X
```

## The error operator from the expansion

The term of order k in exp(X) is Xᵏ/k!, written `expTerm k X`.

```lean
variable {n : Type*} [Fintype n] [DecidableEq n]

/-- The term of order `k` in the exponential series of `X`. -/
def expTerm (k : ℕ) (X : Matrix n n ℂ) : Matrix n n ℂ :=
  ((k.factorial : ℂ)⁻¹) • X ^ k
```

One symmetric slice is exp(A/2) exp(B) exp(A/2). Its terms of total order k are

Sₖ = Σ (A/2)ⁱ/i! · Bʲ/j! · (A/2)ˡ/l!, with i + j + l = k.

In `trotterTerm`, the sums run over i and j, and l is k − i − j.

```lean
/-- The terms of total order `k` in the symmetric Trotter product
`exp (A/2) exp B exp (A/2)`. -/
def trotterTerm (k : ℕ) (A B : Matrix n n ℂ) : Matrix n n ℂ :=
  ∑ i ∈ Finset.range (k + 1), ∑ j ∈ Finset.range (k + 1 - i),
    expTerm i ((1 / 2 : ℂ) • A) * expTerm j B * expTerm (k - i - j) ((1 / 2 : ℂ) • A)
```

The third-order error will turn out to be

E = −[A,[A,B]]/24 − [B,[A,B]]/12.

This is first only a definition; the expansion below shows that it is the error.

```lean
/-- The combination of the two double commutators with the weights `-1/24` and `-1/12`. -/
def trotterError (A B : Matrix n n ℂ) : Matrix n n ℂ :=
  (-(1 / 24) : ℂ) • comm A (comm A B) - (1 / 12 : ℂ) • comm B (comm A B)
```

At second order, the A² terms add up to 1/8 + 1/4 + 1/8 = 1/2, and

S₂ = (A² + AB + BA + B²)/2 = (A + B)²/2.

The proof evaluates the finite sums, multiplies out without reordering factors, and lets `module` compare the coefficients.

```lean
/-- The symmetric Trotter product agrees with `exp (A + B)` at second order. -/
theorem trotterTerm_two (A B : Matrix n n ℂ) :
    trotterTerm 2 A B = expTerm 2 (A + B) := by
  -- evaluate the finite sums, then expand the products
  simp [trotterTerm, expTerm, Finset.sum_range_succ, Nat.factorial]
  simp only [pow_succ, pow_zero, one_mul, mul_add, add_mul, smul_mul_assoc,
    mul_smul_comm]
  module
```

At third order,

S₃ = A³/6 + A²B/8 + ABA/4 + BA²/8 + (AB² + B²A)/4 + B³/6,

whereas (A + B)³/6 gives each of the eight ordered products the weight 1/6. Subtraction leaves

S₃ − (A + B)³/6 = −(A²B − 2ABA + BA²)/24 + (AB² − 2BAB + B²A)/12.

The first bracket is [A,[A,B]] and the second is −[B,[A,B]], so the difference is E. The Lean proof makes the same comparison, with the commutators expanded as well.

```lean
/-- At third order the symmetric Trotter product differs from `exp (A + B)` by the
error operator `trotterError A B`. -/
theorem trotterTerm_three (A B : Matrix n n ℂ) :
    trotterTerm 3 A B - expTerm 3 (A + B) = trotterError A B := by
  simp [trotterTerm, expTerm, Finset.sum_range_succ, Nat.factorial]
  simp only [trotterError, comm, pow_succ, pow_zero, one_mul, mul_add, add_mul,
    mul_sub, sub_mul, smul_mul_assoc, mul_smul_comm, mul_assoc]
  module
```

For P slices, A and B are replaced by A/P and B/P. Standard perturbation theory, used here as motivation and not formalised, then gives the leading error of the partition function as Tr(E exp(A+B))/P². This is why the trace of E against the Boltzmann operator matters.

## One trace in place of two

Let H now stand for any matrix in the exponent, and C for any other matrix. Since H commutes with exp(H) and the trace is cyclic,

Tr(HC exp(H)) = Tr(C exp(H) H) = Tr(CH exp(H)),

and therefore Tr([H,C] exp(H)) = 0. In the proof, `trace_mul_comm` moves H around the trace, and `h` carries it through the exponential. The trace is not divided by the partition function.

```lean
/-- The unnormalised thermal average of a commutator with the exponent `H` vanishes. -/
theorem trace_comm_mul_exp (H C : Matrix n n ℂ) :
    trace (comm H C * NormedSpace.exp H) = 0 := by
  have h : H * NormedSpace.exp H = NormedSpace.exp H * H :=
    ((Commute.refl H).exp_right).eq
  -- move `H` around the trace and through the Boltzmann operator
  rw [comm, sub_mul, trace_sub, mul_assoc H C, trace_mul_comm H, mul_assoc C, mul_assoc C,
    h, sub_self]
```

Take H = A + B and C = [A,B]. The commutator is linear in its first argument:

[A+B,[A,B]] = [A,[A,B]] + [B,[A,B]].

The trace of the left side against exp(A+B) vanishes, so

Tr([A,[A,B]] exp(A+B)) = −Tr([B,[A,B]] exp(A+B)).

The step `hs` is the splitting, and the last line of the proof rearranges the vanishing sum.

```lean
/-- The thermal traces of the two double commutators are equal and opposite. -/
theorem trace_double_comm (A B : Matrix n n ℂ) :
    trace (comm A (comm A B) * NormedSpace.exp (A + B)) =
      -trace (comm B (comm A B) * NormedSpace.exp (A + B)) := by
  have h := trace_comm_mul_exp (A + B) (comm A B)
  -- the commutator with `A + B` splits into the two double commutators
  have hs : comm (A + B) (comm A B) = comm A (comm A B) + comm B (comm A B) := by
    unfold comm
    noncomm_ring
  rw [hs, add_mul, trace_add] at h
  exact eq_neg_of_add_eq_zero_left h
```

## The coefficient 1/24

Write t = Tr([B,[A,B]] exp(A+B)), and add a correction c[B,[A,B]] to E, with c a complex number. In a slice, this corresponds to adding the same term to the exponent B of the middle factor. Then

Tr((E + c[B,[A,B]]) exp(A+B)) = t/24 − t/12 + ct = (c − 1/24)t.

```lean
/-- With a correction `c [B,[A,B]]` added, the thermal trace of the Trotter error operator
is `c - 1/24` times that of the single double commutator `[B,[A,B]]`. -/
theorem trace_corrected_error (A B : Matrix n n ℂ) (c : ℂ) :
    trace ((trotterError A B + c • comm B (comm A B)) * NormedSpace.exp (A + B)) =
      (c - 1 / 24) * trace (comm B (comm A B) * NormedSpace.exp (A + B)) := by
  simp only [trotterError, add_mul, sub_mul, smul_mul_assoc, trace_add, trace_sub,
    trace_smul, smul_eq_mul, trace_double_comm]
  ring
```

If t ≠ 0, this vanishes exactly when c = 1/24. The correction cancels the trace of the error and not the operator: [A,[A,B]] is still present in E, so thermal averages of other observables need not improve in the same way.

```lean
/-- If the thermal trace of `[B,[A,B]]` is nonzero, the correction `c [B,[A,B]]` cancels
the thermal trace of the error operator exactly when `c = 1/24`. -/
theorem correction_iff (A B : Matrix n n ℂ) (c : ℂ)
    (h : trace (comm B (comm A B) * NormedSpace.exp (A + B)) ≠ 0) :
    trace ((trotterError A B + c • comm B (comm A B)) * NormedSpace.exp (A + B)) = 0 ↔
      c = 1 / 24 := by
  rw [trace_corrected_error, mul_eq_zero, or_iff_left h, sub_eq_zero]
```

For 1×1 matrices, or any commuting pair, both double commutators are zero, t = 0, and every c works. Fixing c therefore takes a size of at least two, and the following two-level example shows that two can suffice. Take the Hermitian matrices, written by rows,

A = (0, 1; 1, 0), B = (1, −1; −1, 0).

Then

[A,B] = (0, −1; 1, 0), [B,[A,B]] = (−2, −1; −1, 2).

The sum A + B = diag(1, 0) has the exponential diag(e, 1), which gives t = 2 − 2e. This is nonzero because e ≥ 2, a bound that the proof takes from 1 + x ≤ exp(x) at x = 1.

```lean
/-- For an explicit pair of two-level Hermitian matrices the thermal trace of `[B,[A,B]]`
equals `2 - 2e`, and this is nonzero. -/
theorem correction_iff_witness :
    let A : Matrix (Fin 2) (Fin 2) ℂ := !![0, 1; 1, 0]
    let B : Matrix (Fin 2) (Fin 2) ℂ := !![1, -1; -1, 0]
    trace (comm B (comm A B) * NormedSpace.exp (A + B)) = 2 - 2 * Complex.exp 1 ∧
      (2 - 2 * Complex.exp 1 : ℂ) ≠ 0 := by
  intro A B
  constructor
  · -- the sum `A + B` is diagonal, so its exponential is explicit
    have hs : A + B = diagonal ![1, 0] := by
      ext i j
      fin_cases i <;> fin_cases j <;> simp [A, B]
    have he : NormedSpace.exp (diagonal ![1, 0] : Matrix (Fin 2) (Fin 2) ℂ) =
        diagonal ![Complex.exp 1, 1] := by
      rw [Matrix.exp_diagonal]
      congr 1
      funext i
      have hp : NormedSpace.exp (![1, 0] : Fin 2 → ℂ) i =
          NormedSpace.exp ((![1, 0] : Fin 2 → ℂ) i) := Pi.coe_exp _ _
      rw [hp, ← Complex.exp_eq_exp_ℂ]
      fin_cases i <;> simp
    rw [hs, he]
    simp [A, B, comm, Matrix.trace_fin_two, Matrix.vecMul_diagonal]
    ring
  · intro h
    have h1 : ((Real.exp 1 : ℝ) : ℂ) = ((1 : ℝ) : ℂ) := by
      push_cast
      linear_combination (-1 / 2 : ℂ) * h
    have h2 : Real.exp 1 = 1 := Complex.ofReal_injective h1
    have h3 := Real.add_one_le_exp (1 : ℝ)
    linarith
```

## The remaining commutator is a squared force

To see what [B,[A,B]] is in coordinate space, let the operators act on polynomials f(x) in one dimension. Nonzero polynomials are not normalisable on the line, so they serve here as test functions for an algebraic identity and not as physical states. The kinetic operator is

Tf = κf″,

where κ = −ħ²/(2m) for a particle of mass m. The theorem allows any complex κ.

```lean
/-- The kinetic operator `κ d²/dx²` on polynomials. -/
def kinetic (κ : ℂ) : Module.End ℂ ℂ[X] :=
  κ • ((Polynomial.derivative : Module.End ℂ ℂ[X]) * Polynomial.derivative)
```

The potential operator multiplies by a polynomial v:

Vf = vf.

```lean
/-- Multiplication of polynomials by the potential `v`. -/
def potential (v : ℂ[X]) : Module.End ℂ ℂ[X] := LinearMap.mulLeft ℂ v
```

The product rule gives

[T,V]f = κ((vf)″ − vf″) = κ(v″f + 2v′f′).

A second commutator with V removes the remaining derivative of f:

[V,[T,V]]f = κv(v″f + 2v′f′) − κ(v″vf + 2v′(vf)′) = −2κ(v′)²f.

In Lean, both operators are applied to an arbitrary f, the derivatives are expanded by the product rule, and `ring` finishes the polynomial identity.

```lean
/-- For a polynomial potential `v`, the double commutator `[V,[T,V]]` is multiplication by
`-2κ` times the squared gradient of `v`. -/
theorem double_comm_potential (κ : ℂ) (v : ℂ[X]) :
    comm (potential v) (comm (kinetic κ) (potential v)) =
      (-2 * κ) • potential (Polynomial.derivative v ^ 2) := by
  refine LinearMap.ext fun f => ?_
  -- apply the product rule twice to `v f` and `v² f`
  simp only [comm, kinetic, potential, LinearMap.sub_apply, Module.End.mul_apply,
    LinearMap.smul_apply, LinearMap.mulLeft_apply, Polynomial.derivative_mul,
    Polynomial.derivative_add, Polynomial.smul_eq_C_mul, Polynomial.C_mul,
    Polynomial.C_neg, map_ofNat]
  ring

end

end TrotterDoubleCommutator
```

With the physical κ, [V,[T,V]] is (ħ²/m)(v′)², the squared force divided by the mass and multiplied by ħ². Inserting c = 1/24 and the factors of β and P turns the potential of each slice into

v + β²ħ²(v′)²/(24mP²),

which is the form of the Takahashi–Imada correction used in path-integral simulation. The theorems support its two ingredients in separate models: the trace identity for finite matrices, and the squared force for polynomial potentials in one dimension, where no thermal trace is taken.

```lean
#print axioms TrotterDoubleCommutator.trotterTerm_three
#print axioms TrotterDoubleCommutator.trace_corrected_error
#print axioms TrotterDoubleCommutator.correction_iff
#print axioms TrotterDoubleCommutator.double_comm_potential
```

```
'TrotterDoubleCommutator.trotterTerm_three' depends on axioms: [propext, Classical.choice, Quot.sound]
'TrotterDoubleCommutator.trace_corrected_error' depends on axioms: [propext, Classical.choice, Quot.sound]
'TrotterDoubleCommutator.correction_iff' depends on axioms: [propext, Classical.choice, Quot.sound]
'TrotterDoubleCommutator.double_comm_potential' depends on axioms: [propext, Classical.choice, Quot.sound]
```
